# The exact range of the three pair-swap expectations of three qubits

A variational calculation for a Heisenberg triangle can take the three pair correlations ⟨σᵢ·σⱼ⟩ as its unknowns, because the energy is linear in them. If triples that no quantum state produces are let in, the minimum can fall below the true ground-state energy. For exactly three spin-1/2 sites, the admissible triples are known in closed form.

Let Pᵢⱼ exchange the qubits at sites i and j. Write x, y, z for the expectations of P₀₁, P₁₂, P₀₂, and set

s = (x + y + z)/3, q = 1 − s, Q = (x−s)² + (y−s)² + (z−s)².

A density matrix with these expectations exists if and only if 0 ≤ s ≤ 1 and Q ≤ (3/2)q².

```lean
import Mathlib

open Matrix
open scoped ComplexOrder

namespace ThreeQubitSwaps

noncomputable section
```

## States, swaps and expectations

A basis state assigns 0 or 1 to each site. In the code σ and τ denote such assignments, while the Pauli matrices are called `pauli`.

```lean
/-- Basis states of three qubits: a value 0 or 1 at each of three sites. -/
abbrev Config := Fin 3 → Fin 2
```

The swap is a permutation matrix. Its entries may be integers or complex numbers, so identities can be decided over the integers and then carried over.

```lean
/-- The operator that exchanges the qubits at sites `i` and `j`, with entries in `R`. -/
def pairSwap (R : Type) [Zero R] [One R] (i j : Fin 3) : Matrix Config Config R :=
  Matrix.of fun σ τ => if σ = τ ∘ Equiv.swap i j then 1 else 0
```

Mixed states are included. Taking the real part in `expect` loses nothing for Hermitian observables.

```lean
/-- A density matrix: positive semidefinite with unit trace. -/
def IsDensity (ρ : Matrix Config Config ℂ) : Prop := ρ.PosSemidef ∧ ρ.trace = 1

/-- The expectation of `M` in the state `ρ`, as the real part of `Tr ρM`. -/
def expect (ρ M : Matrix Config Config ℂ) : ℝ := (ρ * M).trace.re
```

The average s is `avg x y z`, and `swapComb t a b c` is t + aP₀₁ + bP₁₂ + cP₀₂ with real coefficients.

```lean
/-- The average of three pair quantities. -/
def avg (x y z : ℝ) : ℝ := (x + y + z) / 3

/-- The real combination `t + a P₀₁ + b P₁₂ + c P₀₂` of the identity and the swaps. -/
def swapComb (t a b c : ℝ) : Matrix Config Config ℂ :=
  t • 1 + a • pairSwap ℂ 0 1 + b • pairSwap ℂ 1 2 + c • pairSwap ℂ 0 2
```

## The algebra of the swaps

The first two lemmas transfer integer results to complex matrices. Swaps are also symmetric in their labels, Hermitian, and square to one:

Pᵢⱼ = Pⱼᵢ = Pᵢⱼ†, Pᵢⱼ² = 1.

```lean
lemma pairSwap_cast (i j : Fin 3) :
    pairSwap ℂ i j = (Int.castRingHom ℂ).mapMatrix (pairSwap ℤ i j) := by
  ext σ τ
  simp only [pairSwap, RingHom.mapMatrix_apply, Matrix.map_apply, Matrix.of_apply]
  split_ifs <;> simp

lemma trace_cast (M : Matrix Config Config ℤ) :
    ((Int.castRingHom ℂ).mapMatrix M).trace = ((M.trace : ℤ) : ℂ) := by
  simp [Matrix.trace]

lemma pairSwap_comm (i j : Fin 3) : pairSwap ℂ i j = pairSwap ℂ j i := by
  simp only [pairSwap, Equiv.swap_comm i j]

lemma pairSwap_conjTranspose (i j : Fin 3) : (pairSwap ℂ i j)ᴴ = pairSwap ℂ i j := by
  have h : ∀ (i j : Fin 3) (σ τ : Config),
      (τ = σ ∘ Equiv.swap i j ↔ σ = τ ∘ Equiv.swap i j) := by decide +kernel
  ext σ τ
  simp only [pairSwap, Matrix.conjTranspose_apply, Matrix.of_apply]
  rw [if_congr (h i j σ τ) rfl rfl]
  split_ifs <;> simp

/-- Exchanging the same two qubits twice does nothing. -/
theorem pairSwap_sq (i j : Fin 3) : pairSwap ℂ i j * pairSwap ℂ i j = 1 := by
  have h : ∀ i j : Fin 3, pairSwap ℤ i j * pairSwap ℤ i j = 1 := by decide +kernel
  rw [pairSwap_cast, ← map_mul, h, map_one]
```

Two levels cannot hold a totally antisymmetric state of three qubits, so the antisymmetriser vanishes:

1 − P₀₁ − P₁₂ − P₀₂ + P₀₁P₁₂ + P₁₂P₀₁ = 0.

This fixes the anticommutator. Lean confirms it by evaluating the finite integer matrices with `decide +kernel`.

```lean
/-- For three distinct sites, the anticommutator of two different swaps is the sum of all
three swaps minus the identity. -/
theorem pairSwap_anticomm (i j k : Fin 3) (hij : i ≠ j) (hjk : j ≠ k) (hik : i ≠ k) :
    pairSwap ℂ i j * pairSwap ℂ j k + pairSwap ℂ j k * pairSwap ℂ i j
      = pairSwap ℂ i j + pairSwap ℂ j k + pairSwap ℂ i k - 1 := by
  have h : ∀ i j k : Fin 3, i ≠ j → j ≠ k → i ≠ k →
      pairSwap ℤ i j * pairSwap ℤ j k + pairSwap ℤ j k * pairSwap ℤ i j
        = pairSwap ℤ i j + pairSwap ℤ j k + pairSwap ℤ i k - 1 := by decide +kernel
  have h' := congrArg (Int.castRingHom ℂ).mapMatrix (h i j k hij hjk hik)
  simpa only [map_add, map_sub, map_mul, map_one, ← pairSwap_cast] using h'
```

A trace counts the basis states left fixed. A swap fixes 4 of the 8; a product of two different swaps is a cyclic permutation and fixes 2; a squared swap fixes all 8.

```lean
lemma trace_pairSwap (i j : Fin 3) (h : i < j) : (pairSwap ℂ i j).trace = 4 := by
  have h' : ∀ i j : Fin 3, i < j → (pairSwap ℤ i j).trace = 4 := by decide +kernel
  rw [pairSwap_cast, trace_cast, h' i j h]
  norm_num

lemma trace_swap_mul (i j k l : Fin 3) (h : i < j) (h' : k < l) :
    (pairSwap ℂ i j * pairSwap ℂ k l).trace = if i = k ∧ j = l then 8 else 2 := by
  have H : ∀ i j k l : Fin 3, i < j → k < l →
      (pairSwap ℤ i j * pairSwap ℤ k l).trace = if i = k ∧ j = l then 8 else 2 := by
    decide +kernel
  rw [pairSwap_cast, pairSwap_cast, ← map_mul, trace_cast, H i j k l h h']
  split_ifs <;> norm_num
```

With e = ab + bc + ca, expanding the square and inserting Pᵢⱼ² = 1 and the anticommutators gives

(t + aP₀₁ + bP₁₂ + cP₀₂)² = (t² + a² + b² + c² − e) + (2ta+e)P₀₁ + (2tb+e)P₁₂ + (2tc+e)P₀₂.

```lean
/-- The square of a real combination of the identity and the three swaps is again such a
combination. -/
theorem swapComb_sq (t a b c : ℝ) : swapComb t a b c * swapComb t a b c =
    swapComb (t^2 + a^2 + b^2 + c^2 - (a*b + b*c + c*a)) (2*t*a + (a*b + b*c + c*a))
      (2*t*b + (a*b + b*c + c*a)) (2*t*c + (a*b + b*c + c*a)) := by
  have hab := pairSwap_anticomm 0 1 2 (by decide) (by decide) (by decide)
  have hbc := pairSwap_anticomm 1 2 0 (by decide) (by decide) (by decide)
  have hac := pairSwap_anticomm 1 0 2 (by decide) (by decide) (by decide)
  rw [pairSwap_comm 2 0, pairSwap_comm 1 0] at hbc
  rw [pairSwap_comm 1 0] at hac
  have hexp (A B C : Matrix Config Config ℂ) :
      (t • 1 + a • A + b • B + c • C) * (t • 1 + a • A + b • B + c • C)
      = (t^2) • 1 + (2*t*a) • A + (2*t*b) • B + (2*t*c) • C
        + (a^2) • (A * A) + (b^2) • (B * B) + (c^2) • (C * C)
        + (a*b) • (A * B + B * A) + (b*c) • (B * C + C * B) + (c*a) • (A * C + C * A) := by
    simp only [add_mul, mul_add, smul_mul_assoc, mul_smul_comm, one_mul, mul_one]
    module
  unfold swapComb
  rw [hexp, pairSwap_sq, pairSwap_sq, pairSwap_sq, hab, hbc, hac]
  module
```

## Positivity bounds the expectations

A combination K of this kind is Hermitian, so rK² is positive semidefinite for r ≥ 0.

```lean
lemma swapComb_conjTranspose (t a b c : ℝ) : (swapComb t a b c)ᴴ = swapComb t a b c := by
  simp [swapComb, Matrix.conjTranspose_add, Matrix.conjTranspose_smul, pairSwap_conjTranspose]

lemma smul_sq_posSemidef (r : ℝ) (hr : 0 ≤ r) (t a b c : ℝ) :
    (r • (swapComb t a b c * swapComb t a b c)).PosSemidef := by
  have h := Matrix.posSemidef_conjTranspose_mul_self (√r • swapComb t a b c)
  rwa [Matrix.conjTranspose_smul, swapComb_conjTranspose, star_trivial, smul_mul_assoc,
    mul_smul_comm, smul_smul, Real.mul_self_sqrt hr] at h
```

For a density matrix ρ, Tr ρK² = Tr KρK ≥ 0. The expectation of K itself is t + ax + by + cz.

```lean
lemma expect_sq_nonneg {ρ : Matrix Config Config ℂ} (hρ : IsDensity ρ) (t a b c : ℝ) :
    0 ≤ expect ρ (swapComb t a b c * swapComb t a b c) := by
  have h := (hρ.1.conjTranspose_mul_mul_same (swapComb t a b c)).trace_nonneg
  rw [swapComb_conjTranspose, Matrix.trace_mul_cycle, Matrix.trace_mul_comm] at h
  exact (Complex.le_def.1 h).1

lemma expect_swapComb {ρ : Matrix Config Config ℂ} (hρ : IsDensity ρ) (t a b c : ℝ) :
    expect ρ (swapComb t a b c) = t + a * expect ρ (pairSwap ℂ 0 1)
      + b * expect ρ (pairSwap ℂ 1 2) + c * expect ρ (pairSwap ℂ 0 2) := by
  simp [expect, swapComb, Matrix.mul_add, Matrix.trace_add, Matrix.trace_smul, hρ.2]
```

Let S = (P₀₁ + P₁₂ + P₀₂)/3 and D = (x−s)P₀₁ + (y−s)P₁₂ + (z−s)P₀₂. The square formula gives S² = S, hence s = ⟨S²⟩ ≥ 0; physically, s is the weight of total spin 3/2. The coefficients of D sum to zero, so

SD = DS = 0, D² = (3/2)Q(1 − S), ⟨D⟩ = Q.

For real l and m, the square of l(1−S) + mD therefore yields the inequality called `key`:

0 ≤ l²q + 2lmQ + (3/2)m²Qq.

Taking l = 1, m = 0 gives q ≥ 0. If q = 0, then l = 1, m = −1 gives Q = 0. If q and Q are positive, l = Q, m = −q gives

0 ≤ Qq((3/2)q² − Q),

and division by Qq finishes the bound. The case Q = 0 is immediate.

```lean
/-- In every three-qubit density matrix the average `s` of the three swap expectations lies
between 0 and 1, and their squared deviations from `s` sum to at most `(3/2)(1-s)²`. -/
theorem swap_constraint {ρ : Matrix Config Config ℂ} (hρ : IsDensity ρ) {x y z : ℝ}
    (hx : expect ρ (pairSwap ℂ 0 1) = x) (hy : expect ρ (pairSwap ℂ 1 2) = y)
    (hz : expect ρ (pairSwap ℂ 0 2) = z) :
    0 ≤ avg x y z ∧ avg x y z ≤ 1 ∧
      (x - avg x y z)^2 + (y - avg x y z)^2 + (z - avg x y z)^2
        ≤ 3/2 * (1 - avg x y z)^2 := by
  have hsq (t a b c : ℝ) := expect_sq_nonneg hρ t a b c
  simp only [swapComb_sq, expect_swapComb hρ, hx, hy, hz] at hsq
  have h0 : 0 ≤ avg x y z := by
    unfold avg
    linear_combination hsq 0 (1/3) (1/3) (1/3)
  obtain ⟨s, hs⟩ : ∃ s, s = avg x y z := ⟨_, rfl⟩
  obtain ⟨Q, hQ⟩ : ∃ Q, Q = (x - s)^2 + (y - s)^2 + (z - s)^2 := ⟨_, rfl⟩
  -- a two-parameter family of squares inside the spin-1/2 sector
  have key (l m : ℝ) : 0 ≤ l^2 * (1 - s) + 2*l*m*Q + m^2 * (3/2) * Q * (1 - s) := by
    have h := hsq l (-l/3 + m*(x - s)) (-l/3 + m*(y - s)) (-l/3 + m*(z - s))
    rw [hQ, hs]
    rw [hs] at h
    unfold avg at h ⊢
    linear_combination h
  have hq : 0 ≤ 1 - s := by linarith [key 1 0]
  have hQ0 : 0 ≤ Q := by rw [hQ]; positivity
  rw [← hs] at h0 ⊢
  rw [← hQ]
  refine ⟨h0, by linarith, ?_⟩
  rcases hq.eq_or_lt with h | h
  · have h1 := key 1 (-1)
    rw [← h] at h1 ⊢
    linarith
  · rcases hQ0.eq_or_lt with h' | h'
    · rw [← h']; positivity
    · have h1 : 0 ≤ (Q * (1 - s)) * (3/2 * (1 - s)^2 - Q) := by
        linear_combination key Q (-(1 - s))
      linarith [nonneg_of_mul_nonneg_right h1 (mul_pos h' h)]
```

## A state for every admissible triple

Conversely, take

ρ = [(3−x−y−z) + (2x−1)P₀₁ + (2y−1)P₁₂ + (2z−1)P₀₂]/12.

```lean
/-- The combination of the identity and the swaps proposed as a state with swap
expectations `x`, `y`, `z`. -/
def swapState (x y z : ℝ) : Matrix Config Config ℂ :=
  swapComb ((3 - x - y - z)/12) ((2*x - 1)/12) ((2*y - 1)/12) ((2*z - 1)/12)
```

For q > 0 it is a sum of three squares:

ρ = (s/4)S² + (1/(8q))[q(1−S) + (2/3)D]² + ((q² − (2/3)Q)/(8q))(1−S)².

The assumed inequalities make every prefactor nonnegative. If q = 0, then x = y = z = 1 and ρ = S²/4. Lean compares the coefficients of the identity and the swaps.

```lean
lemma swapState_posSemidef {x y z : ℝ} (h0 : 0 ≤ avg x y z) (h1 : avg x y z ≤ 1)
    (h : (x - avg x y z)^2 + (y - avg x y z)^2 + (z - avg x y z)^2
      ≤ 3/2 * (1 - avg x y z)^2) : (swapState x y z).PosSemidef := by
  obtain ⟨q, rfl⟩ : ∃ q, z = 3*(1 - q) - x - y := ⟨1 - (x + y + z)/3, by ring⟩
  have hs : avg x y (3*(1 - q) - x - y) = 1 - q := by unfold avg; ring
  rw [hs] at h0 h1 h
  have hq : 0 ≤ q := by linarith
  rcases hq.eq_or_lt with hq | hq
  · -- no spin-1/2 weight: all three expectations equal one
    subst hq
    have hx : x = 1 := by
      nlinarith [sq_nonneg (x - 1), sq_nonneg (y - 1), sq_nonneg (2 - x - y)]
    have hy : y = 1 := by
      nlinarith [sq_nonneg (x - 1), sq_nonneg (y - 1), sq_nonneg (2 - x - y)]
    subst hx hy
    convert smul_sq_posSemidef (1/4) (by norm_num) 0 (1/3) (1/3) (1/3) using 1
    simp only [swapState, swapComb_sq]
    simp only [swapComb]
    module
  · -- otherwise the state is a nonnegative sum of three squares
    have hr : 0 ≤ (q^2 - 2/3 * ((x - (1 - q))^2 + (y - (1 - q))^2
        + (2*(1 - q) - x - y)^2)) / (8*q) :=
      div_nonneg (by linarith) (by linarith)
    convert ((smul_sq_posSemidef ((1 - q)/4) (by linarith) 0 (1/3) (1/3) (1/3)).add
      (smul_sq_posSemidef (1/(8*q)) (by positivity) q (-q/3 + 2/3*(x - (1 - q)))
        (-q/3 + 2/3*(y - (1 - q))) (-q/3 + 2/3*(2*(1 - q) - x - y)))).add
      (smul_sq_posSemidef _ hr 1 (-1/3) (-1/3) (-1/3)) using 1
    simp only [swapState, swapComb_sq]
    simp only [swapComb]
    match_scalars <;> field_simp <;> ring
```

The traces above give Tr ρ = [8(3−3s) + 4(6s−3)]/12 = 1 and

Tr ρP₀₁ = [4(3−x−y−z) + 8(2x−1) + 2(2y−1) + 2(2z−1)]/12 = x,

and likewise for y and z. Both directions are now available.

```lean
/-- Three real numbers are the swap expectations of some three-qubit density matrix exactly
when their average `s` lies between 0 and 1 and their squared deviations from `s` sum to at
most `(3/2)(1-s)²`. -/
theorem swap_representable_iff (x y z : ℝ) :
    (∃ ρ, IsDensity ρ ∧ expect ρ (pairSwap ℂ 0 1) = x ∧ expect ρ (pairSwap ℂ 1 2) = y ∧
      expect ρ (pairSwap ℂ 0 2) = z) ↔
    0 ≤ avg x y z ∧ avg x y z ≤ 1 ∧
      (x - avg x y z)^2 + (y - avg x y z)^2 + (z - avg x y z)^2
        ≤ 3/2 * (1 - avg x y z)^2 := by
  constructor
  · rintro ⟨ρ, hρ, hx, hy, hz⟩
    exact swap_constraint hρ hx hy hz
  · rintro ⟨h0, h1, h⟩
    refine ⟨swapState x y z, ⟨swapState_posSemidef h0 h1 h, ?_⟩, ?_, ?_, ?_⟩
    · simp +decide [swapState, swapComb, Matrix.trace_add, Matrix.trace_smul, trace_pairSwap]
      ring
    all_goals
      simp +decide [expect, swapState, swapComb, Matrix.add_mul, Matrix.trace_add,
        Matrix.trace_smul, trace_pairSwap, trace_swap_mul]
      ring
```

For example, (x, y, z) = (−1, 1/2, 1/2) has s = 0 and Q = 3/2, exactly on the boundary: sites 0 and 1 form a singlet. The triple (−1, 0, 1) also has s = 0, but Q = 2 exceeds 3/2, so no state produces it.

## Heisenberg correlations

The operator σᵢ·σⱼ sums products of Pauli matrices, not of spins σ/2, and leaves the third site unchanged.

```lean
/-- The three Pauli matrices. -/
def pauli : Fin 3 → Matrix (Fin 2) (Fin 2) ℂ :=
  ![!![0, 1; 1, 0], !![0, -Complex.I; Complex.I, 0], !![1, 0; 0, -1]]

/-- The Heisenberg coupling `σᵢ·σⱼ` of two distinct sites, acting as the identity on the
remaining site. -/
def spinDot (i j : Fin 3) : Matrix Config Config ℂ :=
  Matrix.of fun σ τ => if ∀ k, k ≠ i → k ≠ j → σ k = τ k then
    ∑ a, pauli a (σ i) (τ i) * pauli a (σ j) (τ j) else 0
```

With s, t, s′ and t′ as matrix indices in this formula only, the Pauli entries satisfy

Σₐ (σᵃ)ₛₜ(σᵃ)ₛ′ₜ′ = 2δₛₜ′δₛ′ₜ − δₛₜδₛ′ₜ′,

which is Dirac's identity σᵢ·σⱼ = 2Pᵢⱼ − 1 for i ≠ j.

```lean
lemma pauli_sum (s t s' t' : Fin 2) : ∑ a, pauli a s t * pauli a s' t' =
    2 * (if s = t' ∧ s' = t then 1 else 0) - (if s = t ∧ s' = t' then 1 else 0) := by
  fin_cases s <;> fin_cases t <;> fin_cases s' <;> fin_cases t' <;>
    simp [pauli, Fin.sum_univ_succ] <;> norm_num

/-- Dirac's exchange identity: for distinct sites, `σᵢ·σⱼ` is twice the swap minus the
identity. -/
theorem dirac_exchange (i j : Fin 3) (hij : i ≠ j) :
    spinDot i j = (2 : ℂ) • pairSwap ℂ i j - 1 := by
  have H1 : ∀ (i j : Fin 3) (σ τ : Config), i ≠ j → (σ = τ ∘ Equiv.swap i j ↔
      (∀ k, k ≠ i → k ≠ j → σ k = τ k) ∧ (σ i = τ j ∧ σ j = τ i)) := by decide +kernel
  have H2 : ∀ (i j : Fin 3) (σ τ : Config), i ≠ j → (σ = τ ↔
      (∀ k, k ≠ i → k ≠ j → σ k = τ k) ∧ (σ i = τ i ∧ σ j = τ j)) := by decide +kernel
  ext σ τ
  have h1 := H1 i j σ τ hij
  have h2 := H2 i j σ τ hij
  simp only [spinDot, pairSwap, Matrix.of_apply, Matrix.sub_apply, Matrix.smul_apply,
    Matrix.one_apply, smul_eq_mul]
  by_cases hr : ∀ k, k ≠ i → k ≠ j → σ k = τ k
  · rw [if_pos hr, pauli_sum, if_congr (h1.trans (and_iff_right hr)) rfl rfl,
      if_congr (h2.trans (and_iff_right hr)) rfl rfl]
  · rw [if_neg hr, if_neg (fun h => hr (h1.1 h).1), if_neg (fun h => hr (h2.1 h).1)]
    simp
```

The correlations are thus u = 2x−1, v = 2y−1, w = 2z−1. With m now their average, deviations double and 1−m = 2(1−s), so both sides of the bound gain a factor 4:

(u−m)² + (v−m)² + (w−m)² ≤ (3/2)(1−m)².

The theorem below states this inequality only, not the range −1 ≤ m ≤ 1 or the converse. Its model is three localised spins, one per site; electrons that move between sites in a molecule or solid are outside it.

```lean
/-- In every three-qubit density matrix the three Heisenberg correlations `⟨σᵢ·σⱼ⟩`, with
average `m`, have squared deviations from `m` that sum to at most `(3/2)(1-m)²`. -/
theorem heisenberg_constraint {ρ : Matrix Config Config ℂ} (hρ : IsDensity ρ) {u v w : ℝ}
    (hu : expect ρ (spinDot 0 1) = u) (hv : expect ρ (spinDot 1 2) = v)
    (hw : expect ρ (spinDot 0 2) = w) :
    (u - avg u v w)^2 + (v - avg u v w)^2 + (w - avg u v w)^2
      ≤ 3/2 * (1 - avg u v w)^2 := by
  have hc (i j : Fin 3) (hij : i ≠ j) :
      expect ρ (spinDot i j) = 2 * expect ρ (pairSwap ℂ i j) - 1 := by
    rw [dirac_exchange i j hij]
    simp [expect, Matrix.mul_sub, Matrix.trace_sub, Matrix.trace_smul, hρ.2]
  rw [hc _ _ (by decide)] at hu hv hw
  have h := (swap_constraint hρ rfl rfl rfl).2.2
  rw [← hu, ← hv, ← hw]
  unfold avg at h ⊢
  linear_combination 4 * h

end

end ThreeQubitSwaps
```

```lean
#print axioms ThreeQubitSwaps.swap_representable_iff
-- 'ThreeQubitSwaps.swap_representable_iff' depends on axioms: [propext, Classical.choice, Quot.sound]
#print axioms ThreeQubitSwaps.heisenberg_constraint
-- 'ThreeQubitSwaps.heisenberg_constraint' depends on axioms: [propext, Classical.choice, Quot.sound]
```
